# The least displacement under an isometry $x \mapsto Rx + t$ is the length of the projection of $t$ onto the vectors fixed by $R$

Take a half-turn about the $z$ axis followed by a translation $t = (a/2, 0, 0)$. A program that tests only whether $t$ vanishes will report a screw operation. Yet the point $(a/4, 0, z)$ stays where it is for every $z$: the operation is a plain half-turn about a shifted axis. The translation part also changes with the origin. Moving the origin to $c$ replaces $t$ by $t + Rc - c$, so neither $t$ nor its length describes the operation itself.

The part of $t$ that survives is $Pt$, where $R$ is an orthogonal map of a finite-dimensional real space and $P$ is the orthogonal projection onto the vectors fixed by $R$. Every point moves by at least $\|Pt\|$, and the points that move by exactly this much form a nonempty affine subspace. For a rotation in three dimensions other than the identity, that subspace is the rotation or screw axis.

## The operation and its intrinsic translation

```lean
import Mathlib

open scoped InnerProductSpace

namespace ScrewAxis

noncomputable section

variable {E : Type*} [NormedAddCommGroup E] [InnerProductSpace ℝ E]
```

The space `E` is a real vector space with an inner product, written `inner ℝ u v` in Lean and $\langle u, v\rangle$ here. No basis is chosen. Ordinary space is the case of dimension three.

```lean
/-- The map `x ↦ R x + t` with orthogonal part `R` and translation part `t`. -/
def seitz (R : E ≃ₗᵢ[ℝ] E) (t x : E) : E := R x + t
```

The type `E ≃ₗᵢ[ℝ] E` contains the invertible linear maps that preserve length, which are the orthogonal matrices once an orthonormal basis is chosen. Proper rotations, reflections and rotoinversions are all included. `seitz R t` is the map $x \mapsto Rx + t$, with the translation applied last. Here $t$ is a definite vector. The file contains no lattice, so $t$ is not taken modulo lattice translations, and $R$ need not be a crystallographic operation.

```lean
/-- The subspace of vectors left unchanged by the orthogonal part `R`. -/
def fixedSpace (R : E ≃ₗᵢ[ℝ] E) : Submodule ℝ E where
  carrier := {v | R v = v}
  add_mem' := by
    intro a b ha hb
    simp only [Set.mem_ofPred_eq] at *
    rw [map_add, ha, hb]
  zero_mem' := by simp
  smul_mem' := by
    intro c a ha
    simp only [Set.mem_ofPred_eq] at *
    rw [map_smul, ha]
```

This is $F = \{v : Rv = v\}$. A `Submodule` over the reals is a linear subspace, and Lean asks for its closure properties along with the set: sums, zero and multiples of fixed vectors are fixed. For a nontrivial rotation in three dimensions $F$ is a line, for a mirror it is a plane, and for the inversion it contains only zero.

```lean
variable [FiniteDimensional ℝ E]

/-- The intrinsic translation: the orthogonal projection of `t` onto the vectors fixed by `R`. -/
def intrinsic (R : E ≃ₗᵢ[ℝ] E) (t : E) : E := (fixedSpace R).starProjection t
```

From here on the dimension is finite. `starProjection` is the orthogonal projection regarded as a map from `E` to itself, so `intrinsic R t` is $p = Pt$. In three dimensions this is the screw component when $R$ is a rotation other than the identity, and the glide component when $R$ is a mirror. For $R = 1$ it is all of $t$.

```lean
/-- The intrinsic translation is fixed by `R`, and the rest of `t` is orthogonal to every
fixed vector. -/
theorem intrinsic_spec (R : E ≃ₗᵢ[ℝ] E) (t : E) :
    intrinsic R t ∈ fixedSpace R ∧
      ∀ v ∈ fixedSpace R, inner ℝ v (t - intrinsic R t) = 0 :=
  ⟨Submodule.starProjection_apply_mem _ t, fun v hv =>
    (Submodule.mem_orthogonal _ _).1 (Submodule.sub_starProjection_mem_orthogonal t) v hv⟩
```

The two properties that characterise the projection are recorded: $p$ lies in $F$, and $\langle v, t - p\rangle = 0$ for every $v$ in $F$. Both come directly from Mathlib.

## Which vectors are displacements under the orthogonal part alone

```lean
/-- A vector is orthogonal to all vectors fixed by `R` exactly when it is the displacement
`R x - x` of some point `x`. -/
theorem mem_orthogonal_iff_displacement (R : E ≃ₗᵢ[ℝ] E) (w : E) :
    w ∈ (fixedSpace R)ᗮ ↔ ∃ x, R x - x = w := by
  constructor
  · intro hw
    let D : E →ₗ[ℝ] E := R.toLinearEquiv.toLinearMap - LinearMap.id
    have hD : ∀ x, D x = R x - x := fun x => rfl
    -- a vector orthogonal to all displacements is itself fixed
    have h : (LinearMap.range D)ᗮ ≤ fixedSpace R := by
      intro y hy
      have h1 : inner ℝ (D y) y = 0 :=
        (Submodule.mem_orthogonal _ _).1 hy (D y) ⟨y, rfl⟩
      rw [hD, inner_sub_left] at h1
      have h2 : inner ℝ (R y - y) (R y - y) = 0 := by
        rw [inner_sub_left, inner_sub_right, inner_sub_right, R.inner_map_map,
          real_inner_comm (R y) y]
        linarith
      show R y = y
      exact sub_eq_zero.1 (inner_self_eq_zero.1 h2)
    -- take orthogonal complements once more
    have h3 := Submodule.orthogonal_le h
    rw [Submodule.orthogonal_orthogonal] at h3
    obtain ⟨x, hx⟩ := h3 hw
    exact ⟨x, hx⟩
  · rintro ⟨x, rfl⟩
    rw [Submodule.mem_orthogonal]
    intro v hv
    have h := R.inner_map_map v x
    rw [show R v = v from hv] at h
    rw [inner_sub_right, h, sub_self]
```

The symbol `ᗮ` denotes the orthogonal complement. The theorem says that $F^\perp$ is exactly the set of vectors of the form $Rx - x$.

One direction is short. If $v$ is fixed, then
$$\langle v, Rx - x\rangle = \langle Rv, Rx\rangle - \langle v, x\rangle = 0,$$
because $R$ preserves inner products. This is the last part of the proof, where `R.inner_map_map` states that preservation.

For the other direction, let $D = R - 1$ and let $y$ be orthogonal to the range of $D$. Then $\langle Ry - y, y\rangle = 0$, so $\langle Ry, y\rangle = \|y\|^2$, and
$$\|Ry - y\|^2 = \|Ry\|^2 - 2\langle Ry, y\rangle + \|y\|^2 = 2\|y\|^2 - 2\|y\|^2 = 0.$$
Hence $y$ is fixed, which is the inclusion $(\operatorname{ran} D)^\perp \subseteq F$ called `h`. Taking complements reverses it:
$$F^\perp \subseteq (\operatorname{ran} D)^{\perp\perp} = \operatorname{ran} D.$$

The proof turns on that last equality, supplied by `Submodule.orthogonal_orthogonal`. The lemma needs a subspace onto which an orthogonal projection exists, and Lean finds this condition by itself from `FiniteDimensional ℝ E`. In an infinite-dimensional Hilbert space the double complement is the closure of the range, which can be larger than the range. After the rewrite, `h3` is an inclusion of subspaces, and Lean lets an inclusion be used as a function: `h3 hw` turns the proof that $w \in F^\perp$ into a proof that $w$ is in the range of $D$. Being in the range means having a preimage, so `obtain ⟨x, hx⟩` extracts the point $x$ although no formula for it was ever written.

## Pythagoras and the points that move least

```lean
/-- The squared displacement of a point is the squared length of the intrinsic translation
plus the squared length of what remains of the displacement. -/
theorem displacement_sq (R : E ≃ₗᵢ[ℝ] E) (t x : E) :
    ‖seitz R t x - x‖ ^ 2 =
      ‖intrinsic R t‖ ^ 2 + ‖seitz R t x - x - intrinsic R t‖ ^ 2 := by
  obtain ⟨hp, ho⟩ := intrinsic_spec R t
  have h1 : inner ℝ (intrinsic R t) (R x - x) = 0 :=
    (Submodule.mem_orthogonal _ _).1
      ((mem_orthogonal_iff_displacement R _).2 ⟨x, rfl⟩) _ hp
  have h2 := ho _ hp
  have h3 : inner ℝ (intrinsic R t) (seitz R t x - x - intrinsic R t) = 0 := by
    have e : seitz R t x - x - intrinsic R t = (R x - x) + (t - intrinsic R t) := by
      unfold seitz
      abel
    rw [e, inner_add_right, h1, h2, add_zero]
  have h4 := norm_add_sq_real (intrinsic R t) (seitz R t x - x - intrinsic R t)
  rw [h3, add_sub_cancel] at h4
  linarith
```

Write $d = Rx + t - x$ for the displacement of $x$. Then
$$d - p = (Rx - x) + (t - p).$$
Both brackets are orthogonal to $p$, the first by the previous theorem and the second by the definition of the projection. Pythagoras gives
$$\|d\|^2 = \|p\|^2 + \|d - p\|^2.$$
In Lean, `h1` and `h2` are the two orthogonality relations, `h3` combines them, and `norm_add_sq_real` expands the square of the sum.

```lean
/-- Some point is displaced by exactly the intrinsic translation. -/
theorem exists_axis_point (R : E ≃ₗᵢ[ℝ] E) (t : E) :
    ∃ x, seitz R t x = x + intrinsic R t := by
  have h : t - intrinsic R t ∈ (fixedSpace R)ᗮ :=
    (Submodule.mem_orthogonal _ _).2 (intrinsic_spec R t).2
  obtain ⟨x, hx⟩ := (mem_orthogonal_iff_displacement R _).1 (Submodule.neg_mem _ h)
  refine ⟨x, ?_⟩
  unfold seitz
  linear_combination (norm := module) hx
```

Since $t - p$ lies in $F^\perp$, so does its negative, and therefore some $x$ satisfies $Rx - x = -(t - p)$. Rearranged, this is $Rx + t = x + p$. The rearrangement is done by `linear_combination (norm := module) hx`, which checks that the goal follows from `hx` by vector-space algebra.

```lean
/-- No point is displaced by less than the length of the intrinsic translation, and the points
displaced by exactly this length form a nonempty affine subspace directed along the vectors
fixed by `R`. -/
theorem minimal_displacement (R : E ≃ₗᵢ[ℝ] E) (t : E) :
    (∀ x, ‖intrinsic R t‖ ≤ ‖seitz R t x - x‖) ∧
      ∃ x₀ : E, {x : E | ‖seitz R t x - x‖ = ‖intrinsic R t‖} =
        ((AffineSubspace.mk' x₀ (fixedSpace R) : AffineSubspace ℝ E) : Set E) := by
  constructor
  · intro x
    have h := displacement_sq R t x
    nlinarith [norm_nonneg (intrinsic R t), norm_nonneg (seitz R t x - x),
      sq_nonneg ‖seitz R t x - x - intrinsic R t‖]
  · obtain ⟨x₀, h0⟩ := exists_axis_point R t
    refine ⟨x₀, ?_⟩
    ext x
    rw [SetLike.mem_coe, AffineSubspace.mem_mk', vsub_eq_sub, Set.mem_ofPred_eq]
    unfold seitz at h0
    constructor
    · intro h
      -- equality forces the remainder in the Pythagorean splitting to vanish
      have h1 := displacement_sq R t x
      rw [h] at h1
      have h2 : ‖seitz R t x - x - intrinsic R t‖ ^ 2 = 0 := by linarith
      have h3 : seitz R t x - x - intrinsic R t = 0 :=
        norm_eq_zero.1 ((pow_eq_zero_iff two_ne_zero).1 h2)
      unfold seitz at h3
      show R (x - x₀) = x - x₀
      rw [map_sub]
      linear_combination (norm := module) h3 - h0
    · intro h
      have h1 : R (x - x₀) = x - x₀ := h
      rw [map_sub] at h1
      have h2 : seitz R t x - x = intrinsic R t := by
        unfold seitz
        linear_combination (norm := module) h1 + h0
      rw [h2]
```

This is the main theorem. Its first half, $\|p\| \le \|Rx + t - x\|$ for all $x$, follows from the Pythagorean identity by dropping the nonnegative remainder.

The second half describes the set where equality holds. `AffineSubspace.mk' x₀ (fixedSpace R)` is the affine subspace $x_0 + F$, which is nonempty because it contains $x_0$. The proof takes $x_0$ from the previous theorem, so that $Rx_0 + t - x_0 = p$. If $x$ also moves by the minimal length, the remainder in the Pythagorean identity is zero and $Rx + t - x = p$. Subtracting the two equations gives
$$R(x - x_0) = x - x_0,$$
so $x - x_0$ is fixed. Conversely, if $x - x_0$ is fixed, adding the equations back shows that $x$ is displaced by exactly $p$. The minimally displaced points therefore all move by the same vector, not merely by the same distance.

## Fixed points and repeated application

```lean
/-- The operation leaves some point in place exactly when its intrinsic translation vanishes. -/
theorem exists_fixed_point_iff (R : E ≃ₗᵢ[ℝ] E) (t : E) :
    (∃ x, seitz R t x = x) ↔ intrinsic R t = 0 := by
  constructor
  · rintro ⟨x, hx⟩
    have h := (minimal_displacement R t).1 x
    rw [hx, sub_self, norm_zero] at h
    exact norm_le_zero_iff.1 h
  · intro h
    obtain ⟨x, hx⟩ := exists_axis_point R t
    exact ⟨x, by rw [hx, h, add_zero]⟩
```

An operation leaves some point in place exactly when $p = 0$. A fixed point has displacement zero, and the lower bound then forces $\|p\| = 0$. Conversely, if $p = 0$, the point displaced by $p$ does not move. This is the test that the half-turn in the opening example needed.

```lean
/-- If `N` applications of `R` give the identity, then `N` applications of `x ↦ R x + t` give the
translation by `N` times the intrinsic translation. -/
theorem iterate_eq_translation (R : E ≃ₗᵢ[ℝ] E) (t : E) (N : ℕ)
    (hR : ∀ y, (⇑R)^[N] y = y) (x : E) :
    (seitz R t)^[N] x = x + (N : ℝ) • intrinsic R t := by
  obtain ⟨x₀, h0⟩ := exists_axis_point R t
  have hp : R (intrinsic R t) = intrinsic R t := (intrinsic_spec R t).1
  unfold seitz at h0
  -- relative to `x₀`, each step applies `R` and adds the intrinsic translation
  have key : ∀ k : ℕ, (seitz R t)^[k] x =
      (⇑R)^[k] (x - x₀) + x₀ + (k : ℝ) • intrinsic R t := by
    intro k
    induction k with
    | zero => simp
    | succ k ih =>
      rw [Function.iterate_succ_apply', ih, Function.iterate_succ_apply']
      simp only [seitz, map_add, map_smul, hp]
      push_cast
      linear_combination (norm := module) h0
  rw [key N, hR, sub_add_cancel]
```

The notation `f^[N]` means $f$ applied $N$ times. If $R^N = 1$, then $N$ applications of the operation $g(x) = Rx + t$ amount to the translation by $Np$. $N$ may be any such number, not only the smallest. By induction on $k$,
$$g^k(x) = R^k(x - x_0) + x_0 + kp.$$
Applying $g$ once more turns $x_0$ into $Rx_0 + t = x_0 + p$ and leaves $kp$ unchanged because $p$ is fixed. At $k = N$ the first term is $x - x_0$, and $x + Np$ remains.

For independent electrons in a crystal, with spin neglected, this restricts the symmetry eigenvalues of Bloch states. Let $g$ belong to the space group and act on wavefunctions by $(g\psi)(x) = \psi(g^{-1}x)$, and let $q$ be a wavevector with $Rq = q$. If $N \ge 1$, each eigenvalue $\lambda$ of $g$ on the states at $q$ satisfies $\lambda^N = e^{-iq\cdot Np}$, which leaves $N$ possible values.

## One fixed direction: a line as the axis

```lean
/-- If the vectors fixed by `R` are the multiples of a unit vector `u`, the least displacement
is the length of the component of `t` along `u`, attained exactly on a line parallel to `u`. -/
theorem screw_axis_line (R : E ≃ₗᵢ[ℝ] E) (t u : E) (hu : ‖u‖ = 1)
    (hR : fixedSpace R = Submodule.span ℝ {u}) :
    (∀ x, |inner ℝ u t| ≤ ‖seitz R t x - x‖) ∧
      ∃ x₀, ∀ x, ‖seitz R t x - x‖ = |inner ℝ u t| ↔ ∃ s : ℝ, x = x₀ + s • u := by
  obtain ⟨hp, ho⟩ := intrinsic_spec R t
  have huR : u ∈ fixedSpace R := by
    rw [hR]
    exact Submodule.mem_span_singleton_self u
  have h1 := ho u huR
  rw [hR] at hp
  obtain ⟨c, hc⟩ := Submodule.mem_span_singleton.1 hp
  -- the coefficient of the projection is the component of `t` along `u`
  have hn : ‖intrinsic R t‖ = |inner ℝ u t| := by
    rw [← hc, inner_sub_right, inner_smul_right, real_inner_self_eq_norm_sq, hu] at h1
    have h2 : inner ℝ u t = c := by linarith
    rw [← hc, norm_smul, hu, mul_one, Real.norm_eq_abs, h2]
  obtain ⟨hmin, x₀, hx₀⟩ := minimal_displacement R t
  rw [← hn]
  refine ⟨hmin, x₀, fun x => ?_⟩
  have h3 := Set.ext_iff.1 hx₀ x
  rw [SetLike.mem_coe, AffineSubspace.mem_mk', vsub_eq_sub, Set.mem_ofPred_eq, hR,
    Submodule.mem_span_singleton] at h3
  rw [h3]
  constructor
  · rintro ⟨s, hs⟩
    exact ⟨s, by rw [hs, add_sub_cancel]⟩
  · rintro ⟨s, hs⟩
    exact ⟨s, by rw [hs, add_sub_cancel_left]⟩
```

The assumption `hR` says that the fixed vectors are exactly the multiples of a unit vector $u$. In three dimensions this is the situation of a rotation about $u$ through an angle that is not a multiple of a full turn; the theorem takes it as given and does not derive it from an angle.

Since $p$ lies in $F$, it has the form $p = cu$. Orthogonality gives $0 = \langle u, t - cu\rangle = \langle u, t\rangle - c$, so $\|p\| = |c| = |\langle u, t\rangle|$. The main theorem then says that this is the least displacement, attained exactly at the points $x_0 + su$ with $s$ real. The last lines of the proof translate membership in the affine subspace into this parametric form.

```lean
/-- In three dimensions the third coordinate vector has unit length, and the vectors fixed by
the half-turn about it are its multiples. -/
theorem screw_axis_line_witness :
    ‖(EuclideanSpace.single 2 1 : EuclideanSpace ℝ (Fin 3))‖ = 1 ∧
      fixedSpace (Submodule.reflection
        (Submodule.span ℝ {(EuclideanSpace.single 2 1 : EuclideanSpace ℝ (Fin 3))})) =
        Submodule.span ℝ {(EuclideanSpace.single 2 1 : EuclideanSpace ℝ (Fin 3))} := by
  constructor
  · simp
  · ext x
    exact Submodule.reflection_eq_self_iff x

end

end ScrewAxis
```

The assumptions on $u$ and $R$ are met by a half-turn in three dimensions. Indices start at zero, so `EuclideanSpace.single 2 1` is the third coordinate vector. `Submodule.reflection` keeps a subspace and reverses its orthogonal complement; when the subspace is a line in three dimensions, that is the half-turn about the line. Mathlib's `Submodule.reflection_eq_self_iff` states that the vectors it leaves unchanged are those of the subspace.

```lean
#print axioms ScrewAxis.minimal_displacement
#print axioms ScrewAxis.exists_fixed_point_iff
#print axioms ScrewAxis.iterate_eq_translation
#print axioms ScrewAxis.screw_axis_line
```

```
'ScrewAxis.minimal_displacement' depends on axioms: [propext, Classical.choice, Quot.sound]
'ScrewAxis.exists_fixed_point_iff' depends on axioms: [propext, Classical.choice, Quot.sound]
'ScrewAxis.iterate_eq_translation' depends on axioms: [propext, Classical.choice, Quot.sound]
'ScrewAxis.screw_axis_line' depends on axioms: [propext, Classical.choice, Quot.sound]
```

## Finding the axis from a listed operation

For an operation with $R^N = 1$, $N \ge 1$, the projection is an average over powers of $R$:
$$p = \frac{1}{N}\sum_{k=0}^{N-1} R^k t.$$
The same formula works in fractional coordinates, with the integer matrix and the translation column of the operation, so no metric is needed. The axis points then solve the linear system $(R - 1)x = p - t$. Its matrix is singular whenever $R$ has a nonzero fixed vector, so code should use a solver that accepts this, such as least squares.

Take the operation $(-x + \tfrac12,\ -y,\ z + \tfrac12)$ in fractional coordinates. Here $N = 2$ and $t = (\tfrac12, 0, \tfrac12)$, and averaging $t$ with $Rt = (-\tfrac12, 0, \tfrac12)$ gives $p = (0, 0, \tfrac12)$. The system reads $-2x = -\tfrac12$ and $-2y = 0$, with $z$ free. The operation is a twofold screw with a shift of half a cell along $z$, and its axis passes through $x = \tfrac14$, $y = 0$.
